# Box-Muller: two independent uniforms give two independent standard normals

Let $U$ and $V$ be independent random variables, each uniform on $(0,1)$. Then
$$X=\sqrt{-2\log U}\,\cos(2\pi V),\qquad Y=\sqrt{-2\log U}\,\sin(2\pi V)$$
are independent, and each has the standard normal law $N(0,1)$. In path-integral sampling, scaling $X$ and $Y$ by $\sqrt{\hbar^2\tau/m}$ gives exact draws of the displacement of a free particle of mass $m$ on the line over one imaginary-time step $\tau$ (an inverse energy), with a fixed start and a free end, provided that the uniform numbers are ideal real-valued ones.

## Laws, map and densities

```lean
import Mathlib

open MeasureTheory ProbabilityTheory Set
open scoped Real ENNReal

namespace BoxMullerSampling

noncomputable section
```

The uniform law is Lebesgue measure restricted to $(0,1)$, and its total mass is 1.

```lean
/-- The uniform law on the open unit interval. -/
abbrev uniform01 : Measure ℝ := volume.restrict (Ioo 0 1)

instance : IsProbabilityMeasure uniform01 := ⟨by simp⟩
```

Write $B(u,v)$ for the Box-Muller map, so that $(X,Y)=B(U,V)$.

```lean
/-- The Box-Muller map from the unit square to the plane. -/
def boxMuller (p : ℝ × ℝ) : ℝ × ℝ :=
  (√(-2 * Real.log p.1) * Real.cos (2 * π * p.2),
   √(-2 * Real.log p.1) * Real.sin (2 * π * p.2))
```

For example, $u=e^{-2}\approx0.135$ and $v=1/8$ give radius $\sqrt4=2$ and angle $\pi/4$, so $B(u,v)=(\sqrt2,\sqrt2)\approx(1.414,1.414)$.

The target density in the plane is $g(x,y)=\frac1{2\pi}e^{-(x^2+y^2)/2}$.

```lean
/-- The rotationally symmetric Gaussian density of unit variance in the plane. -/
def planarGaussian (p : ℝ × ℝ) : ℝ :=
  1 / (2 * π) * Real.exp (-(p.1 ^ 2 + p.2 ^ 2) / 2)
```

For a particle of mass $m$ starting at $a$, the free kernel is
$$K_a(x)=\sqrt{\frac{m}{2\pi\hbar^2\tau}}\;e^{-m(x-a)^2/(2\hbar^2\tau)}.$$
Here $\tau$ is an inverse energy, as in $e^{-\tau H}$ with $H=p^2/2m$. This formula is taken as the definition and is not derived from $H$ here.

```lean
/-- The normalised free-particle kernel for imaginary time `τ`, mass `m` and start `a`. -/
def freeKernel (hbar m τ a x : ℝ) : ℝ :=
  √(m / (2 * π * hbar ^ 2 * τ)) * Real.exp (-(m * (x - a) ^ 2) / (2 * hbar ^ 2 * τ))
```

## (a) Measurability of the map

**Show that $B$ is measurable, so that it carries laws to laws.** It is built from the logarithm, square root, cosine and sine by products and compositions, all of which preserve measurability. The tactic `fun_prop` assembles the same argument.

```lean
/-- The Box-Muller map is measurable. -/
theorem measurable_boxMuller : Measurable boxMuller := by
  unfold boxMuller
  fun_prop
```

## (b) The radius

**Find the density of $r=\sqrt{-2\log u}$ for uniform $u$.** The inverse $u=e^{-r^2/2}$ maps $(0,\infty)$ one-to-one onto $(0,1)$, with $|du/dr|=re^{-r^2/2}$. Hence, for every $F\ge0$,
$$\int_0^1F(\sqrt{-2\log u})\,du=\int_0^\infty re^{-r^2/2}F(r)\,dr.$$
In Lean, `∫⁻` is the integral of a function with values in $[0,\infty]$. The steps `himg`, `hinj` and `hder` supply the image, the injectivity and the derivative for the change of variables.

```lean
/-- For uniform `u`, the radius `√(-2 log u)` has density `r exp(-r²/2)` on `r > 0`. -/
theorem lintegral_radius (F : ℝ → ℝ≥0∞) :
    ∫⁻ u in Ioo (0 : ℝ) 1, F (√(-2 * Real.log u)) =
      ∫⁻ r in Ioi (0 : ℝ), ENNReal.ofReal (r * Real.exp (-r ^ 2 / 2)) * F r := by
  have himg : (fun r : ℝ => Real.exp (-r ^ 2 / 2)) '' Ioi 0 = Ioo 0 1 := by
    ext u
    constructor
    · rintro ⟨r, hr, rfl⟩
      have h2 : 0 < r ^ 2 := pow_pos hr 2
      exact ⟨Real.exp_pos _, Real.exp_lt_one_iff.mpr (by linarith)⟩
    · rintro ⟨h0, h1⟩
      have hl : Real.log u < 0 := Real.log_neg h0 h1
      refine ⟨√(-2 * Real.log u), Real.sqrt_pos.mpr (by linarith), ?_⟩
      show Real.exp (-(√(-2 * Real.log u)) ^ 2 / 2) = u
      rw [Real.sq_sqrt (by linarith), show -(-2 * Real.log u) / 2 = Real.log u by ring,
        Real.exp_log h0]
  have hinj : InjOn (fun r : ℝ => Real.exp (-r ^ 2 / 2)) (Ioi 0) := by
    intro a ha b hb h
    have h' : -a ^ 2 / 2 = -b ^ 2 / 2 := Real.exp_injective h
    exact (sq_eq_sq₀ (le_of_lt ha) (le_of_lt hb)).mp (by linarith)
  have hder : ∀ r ∈ Ioi (0 : ℝ), HasDerivWithinAt (fun r : ℝ => Real.exp (-r ^ 2 / 2))
      (-r * Real.exp (-r ^ 2 / 2)) (Ioi 0) r := by
    intro r _
    have h : HasDerivAt (fun r : ℝ => -r ^ 2 / 2) (-r) r :=
      ((hasDerivAt_pow 2 r).fun_neg.div_const 2).congr_deriv (by norm_num; ring)
    exact (h.exp.congr_deriv (by ring)).hasDerivWithinAt
  rw [← himg, lintegral_image_eq_lintegral_abs_deriv_mul measurableSet_Ioi hder hinj]
  refine setLIntegral_congr_fun measurableSet_Ioi (fun r hr => ?_)
  have hr' : 0 < r := hr
  have h1 : √(-2 * Real.log (Real.exp (-r ^ 2 / 2))) = r := by
    rw [Real.log_exp, show -2 * (-r ^ 2 / 2) = r ^ 2 by ring, Real.sqrt_sq hr'.le]
  have h2 : |-r * Real.exp (-r ^ 2 / 2)| = r * Real.exp (-r ^ 2 / 2) := by
    rw [neg_mul, abs_neg, abs_of_pos (mul_pos hr' (Real.exp_pos _))]
  simp only [h1, h2]
```

## (c) The angle

**Show that $\varphi=2\pi v-\pi$ is uniform on $(-\pi,\pi)$.** Since $v=(\varphi+\pi)/(2\pi)$, we have $dv=d\varphi/(2\pi)$, and the endpoints $0,1$ go to $-\pi,\pi$. The proof has the same three ingredients as in (b).

```lean
/-- For uniform `v`, the angle `2πv - π` is uniform on `(-π, π)`. -/
theorem lintegral_angle (F : ℝ → ℝ≥0∞) :
    ∫⁻ v in Ioo (0 : ℝ) 1, F (2 * π * v - π) =
      ∫⁻ φ in Ioo (-π) π, ENNReal.ofReal (1 / (2 * π)) * F φ := by
  have hp := Real.pi_pos
  have h2p : 0 < 2 * π := by positivity
  have himg : (fun φ : ℝ => (φ + π) / (2 * π)) '' Ioo (-π) π = Ioo 0 1 := by
    ext v
    constructor
    · rintro ⟨φ, ⟨h1, h2⟩, rfl⟩
      exact ⟨div_pos (by linarith) h2p, (div_lt_one h2p).mpr (by linarith)⟩
    · rintro ⟨h0, h1⟩
      have a1 := mul_pos hp h0
      have a2 := mul_lt_mul_of_pos_left h1 hp
      refine ⟨2 * π * v - π, ⟨by linarith, by linarith⟩, ?_⟩
      show (2 * π * v - π + π) / (2 * π) = v
      rw [sub_add_cancel]
      field_simp
  have hinj : InjOn (fun φ : ℝ => (φ + π) / (2 * π)) (Ioo (-π) π) := by
    intro a _ b _ h
    have h' : a + π = b + π := (div_left_inj' h2p.ne').mp h
    linarith
  have hder : ∀ φ ∈ Ioo (-π) π, HasDerivWithinAt (fun φ : ℝ => (φ + π) / (2 * π))
      (1 / (2 * π)) (Ioo (-π) π) φ := fun φ _ =>
    (((hasDerivAt_id' φ).add_const π).div_const (2 * π)).hasDerivWithinAt
  rw [← himg, lintegral_image_eq_lintegral_abs_deriv_mul measurableSet_Ioo hder hinj]
  refine setLIntegral_congr_fun measurableSet_Ioo (fun φ _ => ?_)
  have h1 : 2 * π * ((φ + π) / (2 * π)) - π = φ := by
    field_simp
    ring
  have h2 : |1 / (2 * π)| = 1 / (2 * π) := abs_of_pos (by positivity)
  simp only [h1, h2]
```

## (d) The joint density of two normals

**Compute the density of two independent $N(0,1)$ variables.** It is the product
$$\frac{e^{-x^2/2}}{\sqrt{2\pi}}\cdot\frac{e^{-y^2/2}}{\sqrt{2\pi}}=g(x,y).$$
In `gaussianReal 0 1` the arguments are mean and variance; `.prod` forms the joint law of independent variables, and `withDensity` turns a density into a measure. The proof multiplies the densities and combines the exponentials.

```lean
/-- Two independent standard normal variables have the planar Gaussian as joint density. -/
theorem gaussian_prod : (gaussianReal 0 1).prod (gaussianReal 0 1) =
    (volume : Measure (ℝ × ℝ)).withDensity (fun p => ENNReal.ofReal (planarGaussian p)) := by
  rw [gaussianReal_of_var_ne_zero 0 one_ne_zero,
    prod_withDensity (measurable_gaussianPDF 0 1) (measurable_gaussianPDF 0 1),
    ← Measure.volume_eq_prod]
  congr 1
  funext p
  simp only [gaussianPDF]
  rw [← ENNReal.ofReal_mul (gaussianPDFReal_nonneg 0 1 p.1)]
  congr 1
  simp only [gaussianPDFReal, planarGaussian, NNReal.coe_one, mul_one, sub_zero]
  rw [mul_mul_mul_comm, ← Real.exp_add, ← mul_inv, Real.mul_self_sqrt (by positivity), one_div]
  congr 2
  ring
```

## (e) The image of the uniform square

**Show that $B$ carries the uniform law on the square to the law in (d).** It is enough to compare integrals of every measurable $F\ge0$. With $\varphi=2\pi v-\pi$, we have $\cos(2\pi v)=-\cos\varphi$ and $\sin(2\pi v)=-\sin\varphi$. Put $G(r,\varphi)=F(-r\cos\varphi,-r\sin\varphi)$. By (b) and (c),
$$\int_0^1\!\!\int_0^1F(B(u,v))\,dv\,du=\int_0^\infty\!\!\int_{-\pi}^{\pi}\frac{e^{-r^2/2}}{2\pi}\,G(r,\varphi)\,r\,d\varphi\,dr.$$
In Cartesian coordinates the right side is $\int g(p)F(-p)\,dp$. Replacing $p$ by $-p$ and using $g(-p)=g(p)$ gives $\int g(p)F(p)\,dp$.

The `calc` block follows this order. Tonelli's theorem joins the two integrals into one over the polar domain, and `lintegral_comp_polarCoord_symm` makes the change to Cartesian coordinates.

```lean
/-- The Box-Muller map carries the uniform law on the unit square to the law of two
independent standard normal variables. -/
theorem map_boxMuller : (uniform01.prod uniform01).map boxMuller =
    (gaussianReal 0 1).prod (gaussianReal 0 1) := by
  refine Measure.ext_of_lintegral _ (fun F hF => ?_)
  let c : ℝ≥0∞ := ENNReal.ofReal (1 / (2 * π))
  let G : ℝ × ℝ → ℝ≥0∞ := fun q => F (-(q.1 * Real.cos q.2), -(q.1 * Real.sin q.2))
  have hG : Measurable G := hF.comp (by fun_prop)
  have hm : ∀ r : ℝ, Measurable (fun φ : ℝ => c * G (r, φ)) := fun r =>
    (hG.comp measurable_prodMk_left).const_mul c
  have hK : Measurable (fun q : ℝ × ℝ =>
      ENNReal.ofReal (q.1 * Real.exp (-q.1 ^ 2 / 2)) * (c * G q)) :=
    Measurable.mul (by fun_prop) (hG.const_mul c)
  have hd : Measurable (fun p : ℝ × ℝ => ENNReal.ofReal (planarGaussian p)) := by
    unfold planarGaussian
    fun_prop
  have hFB : Measurable (fun p : ℝ × ℝ => F (boxMuller p)) := hF.comp measurable_boxMuller
  rw [lintegral_map hF measurable_boxMuller, lintegral_prod _ hFB.aemeasurable]
  calc ∫⁻ u in Ioo (0 : ℝ) 1, ∫⁻ v in Ioo (0 : ℝ) 1, F (boxMuller (u, v))
      = ∫⁻ u in Ioo (0 : ℝ) 1, ∫⁻ v in Ioo (0 : ℝ) 1,
          G (√(-2 * Real.log u), 2 * π * v - π) := by
        -- a half-turn of the angle reverses the sign of both coordinates
        simp only [G, boxMuller, Real.cos_sub_pi, Real.sin_sub_pi, mul_neg, neg_neg]
    _ = ∫⁻ u in Ioo (0 : ℝ) 1, ∫⁻ φ in Ioo (-π) π, c * G (√(-2 * Real.log u), φ) :=
        lintegral_congr (fun u => lintegral_angle (fun φ => G (√(-2 * Real.log u), φ)))
    _ = ∫⁻ r in Ioi (0 : ℝ), ENNReal.ofReal (r * Real.exp (-r ^ 2 / 2)) *
          ∫⁻ φ in Ioo (-π) π, c * G (r, φ) :=
        lintegral_radius (fun r => ∫⁻ φ in Ioo (-π) π, c * G (r, φ))
    _ = ∫⁻ q in Ioi (0 : ℝ) ×ˢ Ioo (-π) π,
          ENNReal.ofReal (q.1 * Real.exp (-q.1 ^ 2 / 2)) * (c * G q) := by
        rw [Measure.volume_eq_prod, ← Measure.prod_restrict, lintegral_prod _ hK.aemeasurable]
        exact lintegral_congr (fun r => (lintegral_const_mul _ (hm r)).symm)
    _ = ∫⁻ q in polarCoord.target, ENNReal.ofReal q.1 •
          (fun p : ℝ × ℝ => ENNReal.ofReal (planarGaussian p) * F (-p)) (polarCoord.symm q) := by
        refine setLIntegral_congr_fun (measurableSet_Ioi.prod measurableSet_Ioo) ?_
        rintro ⟨r, φ⟩ ⟨hr, _⟩
        have hr' : 0 < r := hr
        have hs : (r * Real.cos φ) ^ 2 + (r * Real.sin φ) ^ 2 = r ^ 2 := by
          linear_combination r ^ 2 * Real.sin_sq_add_cos_sq φ
        have h0 : 0 ≤ r * Real.exp (-r ^ 2 / 2) := by positivity
        have e : ENNReal.ofReal (r * Real.exp (-r ^ 2 / 2)) * ENNReal.ofReal (1 / (2 * π)) =
            ENNReal.ofReal r * ENNReal.ofReal (1 / (2 * π) * Real.exp (-r ^ 2 / 2)) := by
          rw [← ENNReal.ofReal_mul h0, ← ENNReal.ofReal_mul hr'.le]
          congr 1
          ring
        simp only [polarCoord_symm_apply, smul_eq_mul, Prod.neg_mk, planarGaussian, hs, G, c]
        rw [← mul_assoc, e, mul_assoc]
    _ = ∫⁻ p : ℝ × ℝ, ENNReal.ofReal (planarGaussian p) * F (-p) :=
        lintegral_comp_polarCoord_symm
          (fun p : ℝ × ℝ => ENNReal.ofReal (planarGaussian p) * F (-p))
    _ = ∫⁻ p : ℝ × ℝ, ENNReal.ofReal (planarGaussian p) * F p := by
        have h := (Measure.measurePreserving_neg (volume : Measure (ℝ × ℝ))).lintegral_comp
          (hd.mul hF)
        simpa [planarGaussian] using h
    _ = ∫⁻ p, F p ∂((gaussianReal 0 1).prod (gaussianReal 0 1)) := by
        rw [gaussian_prod, lintegral_withDensity_eq_lintegral_mul _ hd hF]
        rfl
```

## (f) Normal laws and independence

**Deduce the result for random variables $U$ and $V$.** Independence makes the law of $(U,V)$ the uniform law on the square, so by (e) the law of $(X,Y)$ is $N(0,1)\times N(0,1)$. Its projections give the laws of $X$ and $Y$. Since the joint law is the product of these marginals, $X$ and $Y$ are independent.

In the statement, `P` is the probability measure, `P.map U` is the law of $U$, and `IndepFun` expresses independence. The proof obtains `joint` first, then the marginals `hX` and `hY`, and finally `hI`.

```lean
variable {Ω : Type*} [MeasurableSpace Ω] {P : Measure Ω} [IsProbabilityMeasure P] {U V : Ω → ℝ}

/-- Box-Muller: from independent uniform `U` and `V` one obtains two independent standard
normal variables. -/
theorem box_muller (hU : Measurable U) (hV : Measurable V) (lawU : P.map U = uniform01)
    (lawV : P.map V = uniform01) (hind : IndepFun U V P) :
    P.map (fun ω => √(-2 * Real.log (U ω)) * Real.cos (2 * π * V ω)) = gaussianReal 0 1 ∧
    P.map (fun ω => √(-2 * Real.log (U ω)) * Real.sin (2 * π * V ω)) = gaussianReal 0 1 ∧
    IndepFun (fun ω => √(-2 * Real.log (U ω)) * Real.cos (2 * π * V ω))
      (fun ω => √(-2 * Real.log (U ω)) * Real.sin (2 * π * V ω)) P := by
  have hm : Measurable (fun ω => boxMuller (U ω, V ω)) :=
    measurable_boxMuller.comp (hU.prodMk hV)
  have joint : P.map (fun ω => boxMuller (U ω, V ω)) =
      (gaussianReal 0 1).prod (gaussianReal 0 1) := by
    have h := (indepFun_iff_map_prod_eq_prod_map_map hU.aemeasurable hV.aemeasurable).mp hind
    rw [lawU, lawV] at h
    rw [← map_boxMuller, ← h, Measure.map_map measurable_boxMuller (hU.prodMk hV)]
    rfl
  -- the marginals of the joint law
  have hX : P.map (fun ω => (boxMuller (U ω, V ω)).1) = gaussianReal 0 1 := by
    have h := congrArg (Measure.map Prod.fst) joint
    rw [Measure.map_map measurable_fst hm, Measure.map_fst_prod, measure_univ, one_smul] at h
    exact h
  have hY : P.map (fun ω => (boxMuller (U ω, V ω)).2) = gaussianReal 0 1 := by
    have h := congrArg (Measure.map Prod.snd) joint
    rw [Measure.map_map measurable_snd hm, Measure.map_snd_prod, measure_univ, one_smul] at h
    exact h
  have hI : IndepFun (fun ω => (boxMuller (U ω, V ω)).1)
      (fun ω => (boxMuller (U ω, V ω)).2) P := by
    rw [indepFun_iff_map_prod_eq_prod_map_map hm.fst.aemeasurable hm.snd.aemeasurable, hX, hY]
    exact joint
  exact ⟨hX, hY, hI⟩
```

## (g) A concrete pair of uniforms

**Exhibit variables satisfying the assumptions of (f).** Take the two coordinates of the unit square. Integrating out either one leaves the uniform law of the other, and their joint law is a product by construction.

```lean
/-- The two coordinates of the unit square are independent and uniform on `(0,1)`. -/
theorem box_muller_witness :
    (uniform01.prod uniform01).map Prod.fst = uniform01 ∧
    (uniform01.prod uniform01).map Prod.snd = uniform01 ∧
    IndepFun (Prod.fst : ℝ × ℝ → ℝ) Prod.snd (uniform01.prod uniform01) := by
  have h1 : (uniform01.prod uniform01).map Prod.fst = uniform01 := by
    rw [Measure.map_fst_prod, measure_univ, one_smul]
  have h2 : (uniform01.prod uniform01).map Prod.snd = uniform01 := by
    rw [Measure.map_snd_prod, measure_univ, one_smul]
  refine ⟨h1, h2, ?_⟩
  rw [indepFun_iff_map_prod_eq_prod_map_map measurable_fst.aemeasurable
    measurable_snd.aemeasurable, h1, h2]
  exact Measure.map_id
```

## (h) Scaling to the free-particle kernel

**For positive $\hbar,m,\tau$, find the density of $a+\sigma Z$, where $Z\sim N(0,1)$ and $\sigma^2=\hbar^2\tau/m$.** Substituting $z=(x-a)/\sigma$ gives
$$\frac1{\sqrt{2\pi\sigma^2}}\,e^{-(x-a)^2/(2\sigma^2)}=K_a(x).$$
Lean applies the scaling and shift rules for Gaussians, then rewrites the variance `s` in terms of $\hbar,m,\tau$.

```lean
/-- A standard normal variable scaled by `√(ħ²τ/m)` and shifted by `a` has the free-particle
kernel as its density. -/
theorem gaussian_free_step {hbar m τ : ℝ} (hh : 0 < hbar) (hm : 0 < m) (hτ : 0 < τ) (a : ℝ) :
    (gaussianReal 0 1).map (fun z => a + √(hbar ^ 2 * τ / m) * z) =
      volume.withDensity (fun x => ENNReal.ofReal (freeKernel hbar m τ a x)) := by
  have hs : 0 < hbar ^ 2 * τ / m := by positivity
  let s : NNReal := ⟨hbar ^ 2 * τ / m, hs.le⟩
  have hs0 : s ≠ 0 := fun h => hs.ne' (congrArg NNReal.toReal h)
  have h : (gaussianReal 0 1).map (fun z => a + √(hbar ^ 2 * τ / m) * z) =
      gaussianReal a s := by
    have h0 : (fun z : ℝ => a + √(hbar ^ 2 * τ / m) * z) =
        (fun z => a + z) ∘ (fun z => √(hbar ^ 2 * τ / m) * z) := rfl
    rw [h0, ← Measure.map_map (measurable_const_add a) (measurable_const_mul _),
      gaussianReal_map_const_mul, gaussianReal_map_const_add]
    congr 1
    · ring
    · apply NNReal.eq
      rw [mul_one]
      exact Real.sq_sqrt hs.le
  rw [h, gaussianReal_of_var_ne_zero a hs0]
  congr 1
  funext x
  have e1 : (2 * π * (hbar ^ 2 * τ / m))⁻¹ = m / (2 * π * hbar ^ 2 * τ) := by
    field_simp
  have e2 : -(x - a) ^ 2 / (2 * (hbar ^ 2 * τ / m)) =
      -(m * (x - a) ^ 2) / (2 * hbar ^ 2 * τ) := by
    field_simp
  simp only [gaussianPDF, gaussianPDFReal, freeKernel]
  show ENNReal.ofReal ((√(2 * π * (hbar ^ 2 * τ / m)))⁻¹ *
    Real.exp (-(x - a) ^ 2 / (2 * (hbar ^ 2 * τ / m)))) = _
  rw [← Real.sqrt_inv, e1, e2]
```

## (i) Two free-particle displacements

**Show that $a+\sigma X$ and $b+\sigma Y$ are independent, with densities $K_a$ and $K_b$.** The densities follow from (f) and (h). Independence survives because each variable is transformed separately, which is `hI.comp` in the proof.

With $\hbar=m=1$ and $\tau=1/4$, $\sigma=1/2$, so the earlier numerical draw displaces each coordinate by $\sqrt2/2\approx0.707$.

The theorem concerns a step with a fixed start and a free end. It includes neither a potential nor the closure condition of a ring polymer.

```lean
/-- Displacing two coordinates by `√(ħ²τ/m)` times the Box-Muller outputs gives independent
coordinates, each distributed with the free-particle kernel. -/
theorem free_particle_step {hbar m τ : ℝ} (hh : 0 < hbar) (hm : 0 < m) (hτ : 0 < τ) (a b : ℝ)
    (hU : Measurable U) (hV : Measurable V) (lawU : P.map U = uniform01)
    (lawV : P.map V = uniform01) (hind : IndepFun U V P) :
    P.map (fun ω => a + √(hbar ^ 2 * τ / m) * (boxMuller (U ω, V ω)).1) =
      volume.withDensity (fun x => ENNReal.ofReal (freeKernel hbar m τ a x)) ∧
    P.map (fun ω => b + √(hbar ^ 2 * τ / m) * (boxMuller (U ω, V ω)).2) =
      volume.withDensity (fun x => ENNReal.ofReal (freeKernel hbar m τ b x)) ∧
    IndepFun (fun ω => a + √(hbar ^ 2 * τ / m) * (boxMuller (U ω, V ω)).1)
      (fun ω => b + √(hbar ^ 2 * τ / m) * (boxMuller (U ω, V ω)).2) P := by
  obtain ⟨hX, hY, hI⟩ := box_muller hU hV lawU lawV hind
  have hB : Measurable (fun ω => boxMuller (U ω, V ω)) :=
    measurable_boxMuller.comp (hU.prodMk hV)
  have hA : ∀ d : ℝ, Measurable (fun z : ℝ => d + √(hbar ^ 2 * τ / m) * z) :=
    fun d => by fun_prop
  have hX' : P.map (fun ω => (boxMuller (U ω, V ω)).1) = gaussianReal 0 1 := hX
  have hY' : P.map (fun ω => (boxMuller (U ω, V ω)).2) = gaussianReal 0 1 := hY
  refine ⟨?_, ?_, hI.comp (hA a) (hA b)⟩
  · rw [← gaussian_free_step hh hm hτ a, ← hX', Measure.map_map (hA a) hB.fst]
    rfl
  · rw [← gaussian_free_step hh hm hτ b, ← hY', Measure.map_map (hA b) hB.snd]
    rfl

end

end BoxMullerSampling
```

```lean
#print axioms BoxMullerSampling.box_muller
-- 'BoxMullerSampling.box_muller' depends on axioms: [propext, Classical.choice, Quot.sound]
#print axioms BoxMullerSampling.free_particle_step
-- 'BoxMullerSampling.free_particle_step' depends on axioms: [propext, Classical.choice, Quot.sound]
```
